# Quasiparticle weights lie in (0, 1] for a self-energy with finitely many real poles and non-negative strengths

After solving the quasiparticle equation $E=e+S(E)$ for one orbital, one evaluates the slope of the self-energy at the solution and reports $Z=1/(1-S'(E))$ as the strength of the corresponding peak. This step uses two facts: that $Z$ is the residue of the Green's function at $E$, and that it can be read as a fraction of one particle. Both hold for a scalar self-energy of the form

$$S(w)=s+\sum_j \frac{b_j}{w-d_j},\qquad b_j\ge 0,$$

with finitely many real pole positions $d_j$ and a real static part $s$. Here $e$ is the real bare orbital energy, $w$ is a complex frequency, and the Green's function is $G(w)=1/(w-e-S(w))$. The strengths $b_j$ stand for squared couplings between the orbital and other excitations. Their sign is the causality condition that the spectral weight of the self-energy is non-negative.

The claim is that if a real $E$, different from every $d_j$, solves $E=e+S(E)$, then

$$\frac{w-E}{w-e-S(w)}\longrightarrow Z=\frac{1}{1-S'(E)}\quad (w\to E),\qquad 0<Z\le 1.$$

Moreover, the weights of any finite set of distinct solutions add up to at most one.

## The residue at one solution

Each pole term has derivative $-b_j/(w-d_j)^2$, so

$$S'(E)=-\sum_j\frac{b_j}{(E-d_j)^2}\le 0.$$

Hence $1-S'(E)\ge 1$, which gives $0<Z\le1$.

For the limit, substitute $e=E-S(E)$ into the inverse Green's function:

$$w-e-S(w)=(w-E)+S(E)-S(w).$$

The static part cancels in $S(E)-S(w)$, and each pole contributes

$$\frac{b_j}{E-d_j}-\frac{b_j}{w-d_j}=(w-E)\,\frac{b_j}{(w-d_j)(E-d_j)}.$$

Therefore, for every $w$ different from all $d_j$,

$$w-e-S(w)=(w-E)\left(1+\sum_j\frac{b_j}{(w-d_j)(E-d_j)}\right).$$

Close to $E$, but not at $E$, the factor $w-E$ can be cancelled from the ratio. What remains is the inverse of the bracket. The bracket tends to $1+\sum_j b_j/(E-d_j)^2=1-S'(E)$, which is not zero, so the ratio tends to $Z$.

## The sum of the weights

Let $E$ and $E'$ be two different solutions. Write the factorisation for $E'$ and evaluate it at $w=E$. The left side vanishes and $E-E'$ does not, so

$$1+\sum_j\frac{b_j}{(E-d_j)(E'-d_j)}=0.$$

This is the orthogonality of the vectors with components $1$ and $\sqrt{b_j}/(E-d_j)$. Such a vector has squared length $1-S'(E)=1/Z_E$, where $Z_E$ is the weight at $E$. It is an eigenvector, with eigenvalue $E$, of the real symmetric matrix that couples a level at $e+s$ to levels at $d_j$ through the matrix elements $\sqrt{b_j}$. After normalisation, its first component squared is $Z_E$, the share of the original orbital in this eigenvector. For interacting electrons the matrix is an auxiliary one, and its eigenvectors are not many-electron wavefunctions.

Now take a finite set $P$ of solutions and define

$$T=\sum_{E\in P}Z_E,\qquad a_j=\sum_{E\in P}\frac{Z_E}{E-d_j}.$$

For each $E\in P$, collecting the terms by $E'$ gives

$$T+\sum_j\frac{b_j a_j}{E-d_j}=\sum_{E'\in P}Z_{E'}\left(1+\sum_j\frac{b_j}{(E-d_j)(E'-d_j)}\right)=1.$$

Orthogonality removes every term with $E'\ne E$, and the remaining one is $Z_E\cdot(1/Z_E)$. Multiply by $Z_E$ and sum over $E\in P$:

$$T^2+\sum_j b_j a_j^2=T.$$

The second term is non-negative, so $T^2\le T$, which excludes $T>1$.

## The model in Lean

The poles are labelled by an arbitrary finite type `ι`. It may be empty, in which case $S=s$ and the only solution, $E=e+s$, has $Z=1$. The positions need not be distinct.

```lean
import Mathlib

open Filter Topology

namespace CausalDysonWeight

noncomputable section

variable {ι : Type*} [Fintype ι]
```

The self-energy is a function of complex frequency, while its parameters are real and are converted to complex numbers inside the formula.

```lean
/-- The self-energy `S(w) = s + ∑ b_j / (w - d_j)` at complex frequency `w`, with static part `s`,
pole positions `d_j` and pole strengths `b_j`; its domain is `w ≠ d_j` for all `j`. -/
def selfEnergy (s : ℝ) (b d : ι → ℝ) (w : ℂ) : ℂ :=
  s + ∑ j, (b j : ℂ) / (w - d j)
```

The slope at a real energy is first written as an explicit real sum. That it is the derivative of `selfEnergy` is proved below.

```lean
/-- The slope `-∑ b_j / (E - d_j)²` of the self-energy at a real energy `E` different from
every `d_j`. -/
def selfEnergySlope (b d : ι → ℝ) (E : ℝ) : ℝ :=
  -∑ j, b j / (E - d j) ^ 2
```

The weight is a real number built from this slope.

```lean
/-- The quasiparticle weight `Z = 1 / (1 - S'(E))`, for `E` different from every `d_j` and
`S'(E) ≠ 1`. -/
def quasiparticleWeight (b d : ι → ℝ) (E : ℝ) : ℝ :=
  1 / (1 - selfEnergySlope b d E)
```

The predicate `IsQuasiparticleEnergy` collects the two conditions on $E$: it avoids all the poles, and it solves the quasiparticle equation. Solutions of small weight, usually called satellites, satisfy the predicate too. The first condition is needed because Lean assigns the value zero to a division by zero, so the equation alone could be satisfied at a pole without physical meaning.

```lean
/-- A real energy `E`, away from the poles of the self-energy, that solves `E = e + S(E)`. -/
def IsQuasiparticleEnergy (e s : ℝ) (b d : ι → ℝ) (E : ℝ) : Prop :=
  (∀ j, E ≠ d j) ∧ (E : ℂ) = e + selfEnergy s b d E
```

The general theorems below take solutions as given and do not prove that any exist; the two-level example at the end exhibits two. The poles are finite in number and lie exactly on the real axis, so the model has no continuum and no lifetime broadening. The self-energy is also a fixed scalar function: orbital mixing and self-consistent updates of $S$ are absent.

## Differentiating and factorising

The derivative is taken in the complex sense. The proof applies the quotient rule to each pole term (`h`), sums the results and adds the constant $s$ (`h2`), and then matches the outcome with the explicit slope. No sign condition on $b_j$ is used.

```lean
/-- At a real energy away from its poles, the self-energy has the complex derivative
`-∑ b_j / (E - d_j)²`. -/
theorem hasDerivAt_selfEnergy (s : ℝ) (b d : ι → ℝ) {E : ℝ} (hE : ∀ j, E ≠ d j) :
    HasDerivAt (selfEnergy s b d) (selfEnergySlope b d E : ℂ) (E : ℂ) := by
  have h : ∀ j ∈ Finset.univ, HasDerivAt (fun w : ℂ => (b j : ℂ) / (w - d j))
      (-(b j : ℂ) / ((E : ℂ) - d j) ^ 2) (E : ℂ) := by
    intro j _
    have hne : (E : ℂ) - d j ≠ 0 := sub_ne_zero.2 (by exact_mod_cast hE j)
    have h1 := (hasDerivAt_const (E : ℂ) (b j : ℂ)).fun_div
      ((hasDerivAt_id' (E : ℂ)).sub_const (d j : ℂ)) hne
    exact h1.congr_deriv (by ring)
  have h2 : HasDerivAt (selfEnergy s b d)
      (∑ j, -(b j : ℂ) / ((E : ℂ) - d j) ^ 2) (E : ℂ) :=
    (HasDerivAt.fun_sum h).const_add (s : ℂ)
  refine h2.congr_deriv ?_
  simp only [selfEnergySlope]
  push_cast
  rw [← Finset.sum_neg_distrib]
  exact Finset.sum_congr rfl fun j _ => by ring
```

The factorisation follows the calculation by hand. The auxiliary statement `hs` is the difference of the two pole sums, obtained by putting each pair of fractions over a common denominator. The final `linear_combination` adds this identity to the equation solved by $E$.

```lean
/-- If `E` is a quasiparticle energy, the inverse Green's function factorises at every `w` away
from the poles of `S`: `w - e - S(w) = (w - E) (1 + ∑ b_j / ((w - d_j)(E - d_j)))`. -/
theorem inverse_green_factor {e s : ℝ} {b d : ι → ℝ} {E : ℝ}
    (hE : IsQuasiparticleEnergy e s b d E) {w : ℂ} (hw : ∀ j, w ≠ d j) :
    w - e - selfEnergy s b d w =
      (w - E) * (1 + ∑ j, (b j : ℂ) / ((w - d j) * (E - d j))) := by
  have hs : ∑ j, (b j : ℂ) / ((E : ℂ) - d j) - ∑ j, (b j : ℂ) / (w - d j) =
      (w - E) * ∑ j, (b j : ℂ) / ((w - d j) * (E - d j)) := by
    rw [← Finset.sum_sub_distrib, Finset.mul_sum]
    refine Finset.sum_congr rfl fun j _ => ?_
    have h1 : (E : ℂ) - d j ≠ 0 := sub_ne_zero.2 (by exact_mod_cast hE.1 j)
    have h2 : w - d j ≠ 0 := sub_ne_zero.2 (hw j)
    rw [div_sub_div _ _ h1 h2, mul_div_assoc',
      div_eq_div_iff (mul_ne_zero h1 h2) (mul_ne_zero h2 h1)]
    ring
  have h := hE.2
  unfold selfEnergy at h ⊢
  linear_combination h + hs
```

## The limit and the bounds

The main theorem has four conclusions: the limit of the ratio, the identification of `quasiparticleWeight` with $1/(1-S'(E))$ through Lean's `deriv`, the strict lower bound, and the upper bound. The notation `𝓝[≠] (E : ℂ)` means that $w$ approaches $E$ through complex values other than $E$ itself, from any direction.

In the proof, `hslope` supplies the sign of the slope, and both bounds follow from it. The statement `hlim` is the continuity of the bracket, `hval` identifies its limit as $1-S'(E)$, and `hinv` passes to the inverse. The statement `hev` says that frequencies near $E$ avoid the finitely many poles; there the factorisation applies and $w-E$ cancels.

```lean
/-- For pole strengths `b_j ≥ 0` and a quasiparticle energy `E`, the ratio
`(w - E) / (w - e - S(w))` tends to `Z = 1 / (1 - S'(E))` as the complex frequency `w` tends
to `E`, and `0 < Z ≤ 1`. -/
theorem quasiparticle_residue {e s : ℝ} {b d : ι → ℝ} {E : ℝ} (hb : ∀ j, 0 ≤ b j)
    (hE : IsQuasiparticleEnergy e s b d E) :
    Tendsto (fun w : ℂ => (w - E) / (w - e - selfEnergy s b d w)) (𝓝[≠] (E : ℂ))
        (𝓝 (quasiparticleWeight b d E : ℂ)) ∧
      (quasiparticleWeight b d E : ℂ) = 1 / (1 - deriv (selfEnergy s b d) E) ∧
      0 < quasiparticleWeight b d E ∧ quasiparticleWeight b d E ≤ 1 := by
  -- for `b_j ≥ 0` the slope `-∑ b_j / (E - d_j)²` is never positive
  have hslope : selfEnergySlope b d E ≤ 0 :=
    neg_nonpos.2 (Finset.sum_nonneg fun j _ => div_nonneg (hb j) (sq_nonneg _))
  have hpos : 0 < 1 - selfEnergySlope b d E := by linarith
  refine ⟨?_, ?_, one_div_pos.2 hpos, (div_le_one hpos).2 (by linarith)⟩
  · have hne : ∀ j, (E : ℂ) - d j ≠ 0 := fun j =>
      sub_ne_zero.2 (by exact_mod_cast hE.1 j)
    have hlim : Tendsto (fun w : ℂ => 1 + ∑ j, (b j : ℂ) / ((w - d j) * (E - d j)))
        (𝓝 (E : ℂ)) (𝓝 (1 + ∑ j, (b j : ℂ) / (((E : ℂ) - d j) * (E - d j)))) := by
      refine tendsto_const_nhds.add (tendsto_finsetSum _ fun j _ => ?_)
      exact tendsto_const_nhds.div
        ((tendsto_id.sub tendsto_const_nhds).mul tendsto_const_nhds)
        (mul_ne_zero (hne j) (hne j))
    have hval : 1 + ∑ j, (b j : ℂ) / (((E : ℂ) - d j) * (E - d j)) =
        ((1 - selfEnergySlope b d E : ℝ) : ℂ) := by
      simp [selfEnergySlope, pow_two]
    rw [hval] at hlim
    have hinv := (hlim.inv₀ (by exact_mod_cast hpos.ne')).mono_left
      (nhdsWithin_le_nhds (s := {(E : ℂ)}ᶜ))
    have hZ : (quasiparticleWeight b d E : ℂ) =
        ((1 - selfEnergySlope b d E : ℝ) : ℂ)⁻¹ := by
      simp [quasiparticleWeight]
    rw [hZ]
    refine hinv.congr' ?_
    have hev : ∀ᶠ w : ℂ in 𝓝[≠] (E : ℂ), ∀ j, w ≠ d j :=
      eventually_all.2 fun j => nhdsWithin_le_nhds
        (isOpen_ne.mem_nhds (sub_ne_zero.1 (hne j)))
    -- cancel the factor w - E
    filter_upwards [hev, self_mem_nhdsWithin] with w hw hwE
    have h0 : w - (E : ℂ) ≠ 0 := sub_ne_zero.2 hwE
    rw [inverse_green_factor hE hw, div_mul_eq_div_div, div_self h0, one_div]
  · rw [(hasDerivAt_selfEnergy s b d hE.1).deriv]
    simp [quasiparticleWeight]
```

For electronic-structure calculations with a scalar, finite-pole self-energy, this gives a check: a value of $Z$ outside $(0,1]$ at a real solution means that the self-energy in use has a negative strength or another form, or that the slope is numerically inaccurate. The residue statement concerns the slope at the solution $E$. A slope taken at the bare energy $e$, as in a linearised solution, generally gives a different number.

## Orthogonality and the bound on the total weight

The orthogonality relation comes from applying `inverse_green_factor` to $E'$ at the frequency $w=E$. The left side is zero by the equation for $E$ (`h0`), and the factor $E-E'$ is removed because the energies differ.

```lean
/-- Two different quasiparticle energies `E` and `E'` of the same Dyson equation satisfy the
orthogonality relation `1 + ∑ b_j / ((E - d_j)(E' - d_j)) = 0`. -/
theorem quasiparticle_orthogonality {e s : ℝ} {b d : ι → ℝ} {E E' : ℝ}
    (hE : IsQuasiparticleEnergy e s b d E) (hE' : IsQuasiparticleEnergy e s b d E')
    (hne : E ≠ E') : 1 + ∑ j, b j / ((E - d j) * (E' - d j)) = 0 := by
  have h := inverse_green_factor hE' (w := (E : ℂ)) fun j => by exact_mod_cast hE.1 j
  have h0 : (E : ℂ) - e - selfEnergy s b d E = 0 := by linear_combination hE.2
  rw [h0] at h
  have h1 := (mul_eq_zero.1 h.symm).resolve_left (sub_ne_zero.2 (by exact_mod_cast hne))
  exact_mod_cast h1
```

In the next theorem, `P` is any finite set of real quasiparticle energies of the same equation. It need not contain all of them, and it may be empty. The names `T` and `a` are those of the derivation above.

The statement `hrow` is the identity that equals one for each $E$: `h1` exchanges the two sums, and `h2` uses orthogonality to keep only the diagonal term. Then `hQ` rewrites the weighted double sum as $\sum_j b_j a_j^2$, and `hsum` is the quadratic identity for $T$. The last lines assume $T>1$ and derive a contradiction from `hnonneg`.

```lean
/-- For `b_j ≥ 0`, the weights of any finite set of distinct quasiparticle energies of one Dyson
equation add up to at most one. -/
theorem sum_weight_le_one {e s : ℝ} {b d : ι → ℝ} (hb : ∀ j, 0 ≤ b j) (P : Finset ℝ)
    (hP : ∀ E ∈ P, IsQuasiparticleEnergy e s b d E) :
    ∑ E ∈ P, quasiparticleWeight b d E ≤ 1 := by
  obtain ⟨T, hT⟩ : ∃ T, T = ∑ E ∈ P, quasiparticleWeight b d E := ⟨_, rfl⟩
  obtain ⟨a, ha⟩ : ∃ a : ι → ℝ, ∀ j, a j = ∑ E ∈ P, quasiparticleWeight b d E / (E - d j) :=
    ⟨_, fun _ => rfl⟩
  -- orthogonality leaves only the diagonal term, which is normalised by Z
  have hrow : ∀ E ∈ P, T + ∑ j, b j / (E - d j) * a j = 1 := by
    intro E hE
    have h1 : ∑ j, b j / (E - d j) * a j = ∑ E' ∈ P, quasiparticleWeight b d E' *
        ∑ j, b j / ((E - d j) * (E' - d j)) := by
      simp only [ha, Finset.mul_sum]
      rw [Finset.sum_comm]
      refine Finset.sum_congr rfl fun E' _ => Finset.sum_congr rfl fun j _ => ?_
      rw [div_mul_div_comm, mul_div_assoc', mul_comm (b j)]
    have h2 : ∑ E' ∈ P, quasiparticleWeight b d E' *
        (1 + ∑ j, b j / ((E - d j) * (E' - d j))) = 1 := by
      rw [Finset.sum_eq_single_of_mem E hE fun E' hE' hne => by
        rw [quasiparticle_orthogonality (hP E hE) (hP E' hE') hne.symm, mul_zero]]
      have h3 : 1 + ∑ j, b j / ((E - d j) * (E - d j)) = 1 - selfEnergySlope b d E := by
        simp [selfEnergySlope, pow_two]
      have h4 : selfEnergySlope b d E ≤ 0 :=
        neg_nonpos.2 (Finset.sum_nonneg fun j _ => div_nonneg (hb j) (sq_nonneg _))
      rw [h3, quasiparticleWeight]
      exact one_div_mul_cancel (by linarith)
    rw [h1, hT, ← Finset.sum_add_distrib, ← h2]
    exact Finset.sum_congr rfl fun E' _ => by ring
  have hQ : ∑ E ∈ P, quasiparticleWeight b d E * ∑ j, b j / (E - d j) * a j =
      ∑ j, b j * a j ^ 2 := by
    simp only [Finset.mul_sum]
    rw [Finset.sum_comm]
    refine Finset.sum_congr rfl fun j _ => ?_
    have h : b j * a j ^ 2 =
        (b j * a j) * ∑ E ∈ P, quasiparticleWeight b d E / (E - d j) := by
      rw [← ha j]; ring
    rw [h, Finset.mul_sum]
    exact Finset.sum_congr rfl fun E _ => by ring
  -- multiply each row by its weight and sum: T² + ∑ b_j a_j² = T
  have hsum : T * T + ∑ j, b j * a j ^ 2 = T := by
    have h : ∑ E ∈ P, quasiparticleWeight b d E * (T + ∑ j, b j / (E - d j) * a j) = T := by
      rw [hT]
      refine Finset.sum_congr rfl fun E hE => ?_
      rw [← hT, hrow E hE, mul_one]
    simp only [mul_add, Finset.sum_add_distrib] at h
    rw [← Finset.sum_mul, ← hT, hQ] at h
    exact h
  have hnonneg : 0 ≤ ∑ j, b j * a j ^ 2 :=
    Finset.sum_nonneg fun j _ => mul_nonneg (hb j) (sq_nonneg _)
  rw [← hT]
  by_contra hlt
  nlinarith [not_le.1 hlt]
```

## Two coupled levels that share the weight equally

Take two levels at energy zero with coupling one. Eliminating the second level gives the first one the self-energy $S(w)=1/w$, with $e=s=0$. The equation $E=1/E$ has the solutions $1$ and $-1$. At both, $S'(E)=-1/E^2=-1$ and hence $Z=1/2$. The two weights add up to one, so the bound on the total is attained.

In Lean, the single pole is labelled by the one-element type `Unit`, and the theorem states the two solutions and their weights.

```lean
/-- For `e = s = 0` and `S(w) = 1/w`, the energies `1` and `-1` are quasiparticle energies, each
of weight `1/2`. -/
theorem two_level_witness :
    IsQuasiparticleEnergy 0 0 (fun _ : Unit => 1) (fun _ => 0) 1 ∧
      IsQuasiparticleEnergy 0 0 (fun _ : Unit => 1) (fun _ => 0) (-1) ∧
      quasiparticleWeight (fun _ : Unit => 1) (fun _ => 0) 1 = 1 / 2 ∧
      quasiparticleWeight (fun _ : Unit => 1) (fun _ => 0) (-1) = 1 / 2 := by
  refine ⟨⟨fun _ => by norm_num, ?_⟩, ⟨fun _ => by norm_num, ?_⟩, ?_, ?_⟩ <;>
    norm_num [selfEnergy, quasiparticleWeight, selfEnergySlope]

end

end CausalDysonWeight
```

```lean
#print axioms CausalDysonWeight.hasDerivAt_selfEnergy
-- 'CausalDysonWeight.hasDerivAt_selfEnergy' depends on axioms: [propext, Classical.choice, Quot.sound]
#print axioms CausalDysonWeight.quasiparticle_residue
-- 'CausalDysonWeight.quasiparticle_residue' depends on axioms: [propext, Classical.choice, Quot.sound]
#print axioms CausalDysonWeight.sum_weight_le_one
-- 'CausalDysonWeight.sum_weight_le_one' depends on axioms: [propext, Classical.choice, Quot.sound]
```
